# Mean force and force at the mean: a variance correction with a third-moment error bound

Configurations are labelled by a finite index i, with positions xᵢ on a line and weights wᵢ. Averages are weighted sums, with mean position μ and variance σ²:

⟨f⟩ = Σᵢ wᵢ fᵢ,  μ = ⟨x⟩,  σ² = ⟨(x − μ)²⟩

All quantities are real numbers without units. In Lean, `avg w f` is ⟨f⟩, `avg w x` is μ and `variance w x` is σ². The force is a function F : ℝ → ℝ, and `F₁`, `F₂`, `F₃` are its first three derivatives F′, F″, F‴.

```lean
import Mathlib

open Finset

namespace EhrenfestMeanForce

noncomputable section

variable {ι : Type*} [Fintype ι]

/-- The average of an observable `f` over finitely many configurations with weights `w`. -/
def avg (w f : ι → ℝ) : ℝ := ∑ i, w i * f i

/-- The variance of the positions `x` about their mean. -/
def variance (w x : ι → ℝ) : ℝ := avg w (fun i => (x i - avg w x) ^ 2)
```

The main result, for nonnegative weights with sum one and a force with |F‴| ≤ M everywhere, is

|⟨F(x)⟩ − F(μ) − F″(μ)σ²/2| ≤ M ⟨|x − μ|³⟩ / 6.

In Ehrenfest's theorem the mean momentum changes at the rate ⟨F(x)⟩, whereas a classical trajectory for the mean position uses F(μ). The inequality estimates the difference ⟨F(x)⟩ − F(μ) by F″(μ)σ²/2 and bounds the error of that estimate, at a single instant and for a finite one-dimensional distribution standing in for |ψ|². It involves neither the equation of motion nor the way in which the packet spreads.

## A force with a bounded third derivative

The constant M limits how fast the curvature of the force changes with position. As F = −V′ for a potential V, it is a bound on the fourth derivative of V, which vanishes for harmonic and cubic potentials alike.

The derivation by hand uses it at each displacement d = x − μ. Follow the segment μ + td from t = 0 to t = 1 and define

A(t) = d² [F″(μ + td) − F″(μ)]
B(t) = d [F′(μ + td) − F′(μ)] − t F″(μ) d²
C(t) = F(μ + td) − F(μ) − t F′(μ) d − t² F″(μ) d²/2

All three vanish at t = 0, and A′(t) = d³ F‴(μ + td), B′ = A, C′ = B. Since |A′| ≤ M|d|³, integrating three times gives, for t ≥ 0,

|A(t)| ≤ M|d|³ t,  |B(t)| ≤ M|d|³ t²/2,  |C(t)| ≤ M|d|³ t³/6.

At t = 1 the last bound is the Taylor estimate, for either sign of d.

The integration step is a lemma about rates. If f and b start at zero and |f′| ≤ b′, then b − f and b + f start at zero with nonnegative slope. They therefore stay nonnegative, which means |f| ≤ b. The proof gets this from monotonicity and needs no integral, so F‴ doesn't have to be continuous.

```lean
/-- If two functions vanish at time zero and the rate of the first is bounded in size by the
rate of the second, then the first is bounded in size by the second at all later times. -/
theorem abs_le_of_rate_le {f f' b b' : ℝ → ℝ} (hf : ∀ t, HasDerivAt f (f' t) t)
    (hb : ∀ t, HasDerivAt b (b' t) t) (f0 : f 0 = 0) (b0 : b 0 = 0)
    (h : ∀ t, 0 ≤ t → |f' t| ≤ b' t) (t : ℝ) (ht : 0 ≤ t) : |f t| ≤ b t := by
  -- a function starting at zero with nonnegative slope stays nonnegative
  have key : ∀ g g' : ℝ → ℝ, (∀ s, HasDerivAt g (g' s) s) → g 0 = 0 →
      (∀ s, 0 ≤ s → 0 ≤ g' s) → 0 ≤ g t := by
    intro g g' hg g0 hp
    have hm : MonotoneOn g (Set.Ici 0) :=
      monotoneOn_of_deriv_nonneg (convex_Ici 0)
        (fun s _ => (hg s).continuousAt.continuousWithinAt)
        (fun s _ => (hg s).differentiableAt.differentiableWithinAt)
        (fun s hs => by
          rw [(hg s).deriv]
          exact hp s (interior_subset hs))
    have h1 := hm (Set.mem_Ici.2 le_rfl) (Set.mem_Ici.2 ht) ht
    linarith
  have up : 0 ≤ b t - f t :=
    key (fun s => b s - f s) (fun s => b' s - f' s) (fun s => (hb s).fun_sub (hf s))
      (by simp [f0, b0]) (fun s hs => sub_nonneg.2 (abs_le.1 (h s hs)).2)
  have lo : 0 ≤ b t + f t :=
    key (fun s => b s + f s) (fun s => b' s + f' s) (fun s => (hb s).fun_add (hf s))
      (by simp [f0, b0]) (fun s hs => by
        have h1 := (abs_le.1 (h s hs)).1
        show 0 ≤ b' s + f' s
        linarith)
  exact abs_le.2 ⟨by linarith, by linarith⟩
```

In `force_expansion` the hypotheses `h₁`, `h₂`, `h₃` say that each function is the derivative of the one before it at every point. The bound `hM` enters once, in `e2`, which is the estimate for A. The steps `e1` and `e0` are those for B and C, each fed by the one before, and the last line sets t = 1.

```lean
/-- The second-order expansion of a force about `μ` has an error of at most `M |d|³ / 6` at
displacement `d`, when the third derivative is bounded by `M`. -/
theorem force_expansion {F F₁ F₂ F₃ : ℝ → ℝ} {M : ℝ} (h₁ : ∀ y, HasDerivAt F (F₁ y) y)
    (h₂ : ∀ y, HasDerivAt F₁ (F₂ y) y) (h₃ : ∀ y, HasDerivAt F₂ (F₃ y) y)
    (hM : ∀ y, |F₃ y| ≤ M) (μ d : ℝ) :
    |F (μ + d) - F μ - F₁ μ * d - F₂ μ * d ^ 2 / 2| ≤ M * |d| ^ 3 / 6 := by
  -- derivatives along the segment from μ to μ + d
  have along : ∀ {G G' : ℝ → ℝ}, (∀ y, HasDerivAt G (G' y) y) →
      ∀ t, HasDerivAt (fun s => G (μ + s * d)) (G' (μ + t * d) * d) t := by
    intro G G' hG t
    exact (hG (μ + t * d)).comp t ((hasDerivAt_mul_const d).const_add μ)
  have p2 : ∀ t : ℝ, HasDerivAt (fun s : ℝ => s ^ 2) (2 * t) t := by
    intro t
    simpa using hasDerivAt_pow 2 t
  have p3 : ∀ t : ℝ, HasDerivAt (fun s : ℝ => s ^ 3) (3 * t ^ 2) t := by
    intro t
    simpa using hasDerivAt_pow 3 t
  -- integrate the bound on the third derivative three times
  have e2 := abs_le_of_rate_le (f := fun t => d ^ 2 * (F₂ (μ + t * d) - F₂ μ))
    (f' := fun t => d ^ 2 * (F₃ (μ + t * d) * d))
    (b := fun t => M * |d| ^ 3 * t) (b' := fun _ => M * |d| ^ 3)
    (fun t => ((along h₃ t).sub_const _).const_mul _)
    (fun t => ((hasDerivAt_id' t).const_mul _).congr_deriv (by ring))
    (by simp) (by simp) (fun t _ => by
      have e : d ^ 2 * (F₃ (μ + t * d) * d) = F₃ (μ + t * d) * d ^ 3 := by ring
      show |d ^ 2 * (F₃ (μ + t * d) * d)| ≤ M * |d| ^ 3
      rw [e, abs_mul, abs_pow]
      exact mul_le_mul_of_nonneg_right (hM _) (by positivity))
  have e1 := abs_le_of_rate_le
    (f := fun t => (F₁ (μ + t * d) - F₁ μ) * d - t * (F₂ μ * d ^ 2))
    (f' := fun t => d ^ 2 * (F₂ (μ + t * d) - F₂ μ))
    (b := fun t => M * |d| ^ 3 * t ^ 2 / 2) (b' := fun t => M * |d| ^ 3 * t)
    (fun t => ((((along h₂ t).sub_const _).mul_const d).fun_sub
      (hasDerivAt_mul_const _)).congr_deriv (by ring))
    (fun t => (((p2 t).const_mul _).div_const 2).congr_deriv (by ring))
    (by simp) (by simp) e2
  have e0 := abs_le_of_rate_le
    (f := fun t => F (μ + t * d) - F μ - t * (F₁ μ * d) - t ^ 2 * (F₂ μ * d ^ 2 / 2))
    (f' := fun t => (F₁ (μ + t * d) - F₁ μ) * d - t * (F₂ μ * d ^ 2))
    (b := fun t => M * |d| ^ 3 * t ^ 3 / 6) (b' := fun t => M * |d| ^ 3 * t ^ 2 / 2)
    (fun t => ((((along h₁ t).sub_const _).fun_sub (hasDerivAt_mul_const _)).fun_sub
      ((p2 t).mul_const _)).congr_deriv (by ring))
    (fun t => (((p3 t).const_mul _).div_const 6).congr_deriv (by ring))
    (by simp) (by simp) e1
  simpa only [one_mul, one_pow, mul_one] using e0 1 zero_le_one
```

Without a bound, no single constant need serve for all distributions. Take F(y) = y⁴ and positions ±s with weight 1/2 each. Then μ = 0 and F″(0) = 0, the mean force is s⁴, and the third absolute moment is s³, so any fixed M fails once s > M/6. The theorem asks for derivatives and a bound on the whole line, which excludes a force with a singularity, such as a bare Coulomb force, even when the packet stays away from it.

## Weights that sum to one

Normalisation, `h1`, says that the configurations exhaust the probability. It also rules out an empty set of configurations. By hand it is used twice when the expansion is averaged. The constant term F(μ) keeps its value, and the linear term disappears:

⟨x − μ⟩ = Σᵢ wᵢ xᵢ − μ Σᵢ wᵢ = μ − μ = 0.

The quadratic term becomes F″(μ)σ²/2 by the definition of the variance. Hence

⟨F(x) − F(μ) − F′(μ)(x − μ) − F″(μ)(x − μ)²/2⟩ = ⟨F(x)⟩ − F(μ) − F″(μ)σ²/2.

The lemma `avg_expansion` states this for any values f i and any coefficients a, b, c. Its step `hc` is the vanishing of the linear term; the rest splits the sum and collects the parts.

```lean
/-- Averaging a second-order expansion about the mean position removes the linear term and
turns the quadratic term into the variance. -/
theorem avg_expansion (w x : ι → ℝ) (h1 : ∑ i, w i = 1) (f : ι → ℝ) (a b c : ℝ) :
    avg w (fun i => f i - a - b * (x i - avg w x) - c * (x i - avg w x) ^ 2 / 2)
      = avg w f - a - c * variance w x / 2 := by
  have hc : ∑ i, w i * (x i - avg w x) = 0 := by
    simp only [mul_sub, sum_sub_distrib, ← sum_mul, h1]
    simp [avg]
  have hs : avg w (fun i => f i - a - b * (x i - avg w x) - c * (x i - avg w x) ^ 2 / 2)
      = ∑ i, (w i * f i - a * w i - b * (w i * (x i - avg w x))
        - c / 2 * (w i * (x i - avg w x) ^ 2)) :=
    sum_congr rfl (fun i _ => by ring)
  have hv : variance w x = ∑ i, w i * (x i - avg w x) ^ 2 := rfl
  have hf : avg w f = ∑ i, w i * f i := rfl
  rw [hs, sum_sub_distrib, sum_sub_distrib, sum_sub_distrib, ← mul_sum, ← mul_sum,
    ← mul_sum, h1, hc, ← hv, ← hf]
  ring
```

If the weights had sum W ≠ 1, the constant force F = 1 would already break the main inequality: M = 0 is allowed, the right side is zero, and the left side is |W − 1|.

## Nonnegative weights

The condition `hw` makes the weights probabilities. It is needed when the pointwise estimate is averaged. With Rᵢ the remainder C(1) at displacement xᵢ − μ,

|Σᵢ wᵢ Rᵢ| ≤ Σᵢ |wᵢ| |Rᵢ| = Σᵢ wᵢ |Rᵢ| ≤ Σᵢ wᵢ M|xᵢ − μ|³/6.

Both the equality and the last inequality use wᵢ ≥ 0. The proof of `mean_force_error` follows this line: it rewrites the left side as an averaged remainder with `avg_expansion`, applies the triangle inequality, removes the absolute value from the weight, and calls `force_expansion` for each configuration.

```lean
/-- The mean force equals the force at the mean position plus half the force curvature times
the variance, up to `M / 6` times the third absolute central moment. -/
theorem mean_force_error {F F₁ F₂ F₃ : ℝ → ℝ} {M : ℝ} (h₁ : ∀ y, HasDerivAt F (F₁ y) y)
    (h₂ : ∀ y, HasDerivAt F₁ (F₂ y) y) (h₃ : ∀ y, HasDerivAt F₂ (F₃ y) y)
    (hM : ∀ y, |F₃ y| ≤ M) (w x : ι → ℝ) (hw : ∀ i, 0 ≤ w i) (h1 : ∑ i, w i = 1) :
    |avg w (fun i => F (x i)) - F (avg w x) - F₂ (avg w x) * variance w x / 2|
      ≤ M * avg w (fun i => |x i - avg w x| ^ 3) / 6 := by
  rw [← avg_expansion w x h1 (fun i => F (x i)) (F (avg w x)) (F₁ (avg w x))]
  have hr : M * avg w (fun i => |x i - avg w x| ^ 3) / 6
      = ∑ i, w i * (M * |x i - avg w x| ^ 3 / 6) := by
    rw [show avg w (fun i => |x i - avg w x| ^ 3)
      = ∑ i, w i * |x i - avg w x| ^ 3 from rfl, mul_sum, sum_div]
    exact sum_congr rfl (fun i _ => by ring)
  rw [hr]
  -- the pointwise estimate is averaged with nonnegative weights
  refine (abs_sum_le_sum_abs _ _).trans (sum_le_sum fun i _ => ?_)
  rw [abs_mul, abs_of_nonneg (hw i)]
  refine mul_le_mul_of_nonneg_left ?_ (hw i)
  have h := force_expansion h₁ h₂ h₃ hM (avg w x) (x i - avg w x)
  rwa [add_sub_cancel] at h
```

With signed weights the bound can fail outright. Weights −1, 1, 1 at positions 2, 1, 1 have sum one and mean zero, but their third absolute moment is −8 + 1 + 1 = −6. For M > 0 the right side is then negative.

## Exact formulas for quadratic and cubic forces

The formulas in this section need weights with sum one, but the weights may have either sign. For F(y) = ay² + by + c the second-order expansion has no remainder, so averaging gives

⟨F(x)⟩ − F(μ) = aσ².

The mean force therefore equals the force at the mean exactly when F″σ² = 2aσ² = 0. For a probability distribution this means that the force is linear or that all the weight sits at one position. In the proof, `hz` records the missing remainder, and both directions follow by linear arithmetic.

```lean
/-- For a quadratic force `a y² + b y + c`, the mean force equals the force at the mean
position if and only if the force curvature `2 a` times the variance vanishes. -/
theorem quadratic_force_iff (w x : ι → ℝ) (h1 : ∑ i, w i = 1) (a b c : ℝ) :
    avg w (fun i => a * x i ^ 2 + b * x i + c) = a * avg w x ^ 2 + b * avg w x + c
      ↔ 2 * a * variance w x = 0 := by
  have h := avg_expansion w x h1 (fun i => a * x i ^ 2 + b * x i + c)
    (a * avg w x ^ 2 + b * avg w x + c) (2 * a * avg w x + b) (2 * a)
  -- the second-order expansion of a quadratic has no remainder
  have hz : avg w (fun i => a * x i ^ 2 + b * x i + c - (a * avg w x ^ 2 + b * avg w x + c)
      - (2 * a * avg w x + b) * (x i - avg w x) - 2 * a * (x i - avg w x) ^ 2 / 2) = 0 :=
    sum_eq_zero (fun i _ => by ring)
  rw [hz] at h
  constructor <;> intro h' <;> linarith
```

A cubic force ky³ + ay² + by + c has F″(μ) = 6kμ + 2a and the remainder k(x − μ)³, so

⟨F(x)⟩ = F(μ) + (6kμ + 2a)σ²/2 + k⟨(x − μ)³⟩.

The third moment is signed here, and it vanishes for a distribution symmetric about its mean. The proof is the same, with `hz` now giving the average of the cubic remainder.

```lean
/-- For a cubic force `k y³ + a y² + b y + c`, the mean force is the force at the mean, plus
half the curvature there times the variance, plus `k` times the third central moment. -/
theorem cubic_force (w x : ι → ℝ) (h1 : ∑ i, w i = 1) (k a b c : ℝ) :
    avg w (fun i => k * x i ^ 3 + a * x i ^ 2 + b * x i + c)
      = (k * avg w x ^ 3 + a * avg w x ^ 2 + b * avg w x + c)
        + (6 * k * avg w x + 2 * a) * variance w x / 2
        + k * avg w (fun i => (x i - avg w x) ^ 3) := by
  have h := avg_expansion w x h1 (fun i => k * x i ^ 3 + a * x i ^ 2 + b * x i + c)
    (k * avg w x ^ 3 + a * avg w x ^ 2 + b * avg w x + c)
    (3 * k * avg w x ^ 2 + 2 * a * avg w x + b) (6 * k * avg w x + 2 * a)
  have hk : k * avg w (fun i => (x i - avg w x) ^ 3)
      = ∑ i, w i * (k * (x i - avg w x) ^ 3) := by
    rw [show avg w (fun i => (x i - avg w x) ^ 3)
      = ∑ i, w i * (x i - avg w x) ^ 3 from rfl, mul_sum]
    exact sum_congr rfl (fun i _ => by ring)
  have hz : avg w (fun i => k * x i ^ 3 + a * x i ^ 2 + b * x i + c
      - (k * avg w x ^ 3 + a * avg w x ^ 2 + b * avg w x + c)
      - (3 * k * avg w x ^ 2 + 2 * a * avg w x + b) * (x i - avg w x)
      - (6 * k * avg w x + 2 * a) * (x i - avg w x) ^ 2 / 2)
      = k * avg w (fun i => (x i - avg w x) ^ 3) := by
    rw [hk]
    exact sum_congr rfl (fun i _ => by ring)
  rw [hz] at h
  linarith
```

## A narrow packet with positive variance

Three further hypotheses give a condition under which the two forces certainly differ. `hL` says that every listed position, even one of zero weight, lies within L of the mean. `hV` says that the packet has a width, and `hML` says that ML < 3|F″(μ)|: within a distance L of the mean, the curvature changes by less than three times its size at the mean.

By hand, |x − μ|³ ≤ L(x − μ)² gives ⟨|x − μ|³⟩ ≤ Lσ². If ⟨F(x)⟩ were equal to F(μ), the main inequality would give

|F″(μ)|σ²/2 ≤ MLσ²/6,

and dividing by σ² > 0 would give 3|F″(μ)| ≤ ML, a contradiction. In the proof, `h3` is the moment bound, and `h5` is `hML` multiplied by the variance.

```lean
/-- If all positions lie within `L` of their mean, the variance is positive and
`M L < 3 |F''|` at the mean, then the mean force differs from the force at the mean. -/
theorem mean_force_ne {F F₁ F₂ F₃ : ℝ → ℝ} {M L : ℝ} (h₁ : ∀ y, HasDerivAt F (F₁ y) y)
    (h₂ : ∀ y, HasDerivAt F₁ (F₂ y) y) (h₃ : ∀ y, HasDerivAt F₂ (F₃ y) y)
    (hM : ∀ y, |F₃ y| ≤ M) (w x : ι → ℝ) (hw : ∀ i, 0 ≤ w i) (h1 : ∑ i, w i = 1)
    (hL : ∀ i, |x i - avg w x| ≤ L) (hV : 0 < variance w x)
    (hML : M * L < 3 * |F₂ (avg w x)|) :
    avg w (fun i => F (x i)) ≠ F (avg w x) := by
  intro heq
  have h := mean_force_error h₁ h₂ h₃ hM w x hw h1
  rw [heq, sub_self, zero_sub, abs_neg, abs_div, abs_mul, abs_of_pos hV, abs_two] at h
  -- the third absolute moment is at most L times the variance
  have h3 : avg w (fun i => |x i - avg w x| ^ 3) ≤ L * variance w x := by
    rw [show variance w x = ∑ i, w i * (x i - avg w x) ^ 2 from rfl, mul_sum]
    refine sum_le_sum fun i _ => ?_
    have e : w i * |x i - avg w x| ^ 3 = |x i - avg w x| * (w i * (x i - avg w x) ^ 2) := by
      rw [← sq_abs (x i - avg w x)]
      ring
    show w i * |x i - avg w x| ^ 3 ≤ L * (w i * (x i - avg w x) ^ 2)
    rw [e]
    exact mul_le_mul_of_nonneg_right (hL i) (mul_nonneg (hw i) (sq_nonneg _))
  have hM0 : 0 ≤ M := (abs_nonneg _).trans (hM 0)
  have h4 := mul_le_mul_of_nonneg_left h3 hM0
  have h5 := mul_lt_mul_of_pos_right hML hV
  linarith
```

With σ² = 0 the two forces agree. If `hML` fails they may agree as well. Put weight 2/3 at −1 and 1/3 at 2, with F(y) = y³ − y². Then μ = 0, σ² = 2 and ⟨x³⟩ = 2, so ⟨F(x)⟩ = 0 = F(0), although F″(0) = −2. Here M = 6 and L = 2, so ML = 12 exceeds 3|F″(0)| = 6.

## The hypotheses met by a sinusoidal force

For F = sin, F″ = −sin and F‴ = −cos, so M = 1 will do. The main inequality becomes

|⟨sin x⟩ − sin μ (1 − σ²/2)| ≤ ⟨|x − μ|³⟩/6.

The proof supplies the three derivatives and |cos y| ≤ 1 to `mean_force_error`, then rearranges the left side.

```lean
/-- For the sinusoidal force `sin y`, the mean force is `sin μ (1 - σ² / 2)` up to one sixth of
the third absolute central moment, with `μ` the mean position and `σ²` the variance. -/
theorem sine_force (w x : ι → ℝ) (hw : ∀ i, 0 ≤ w i) (h1 : ∑ i, w i = 1) :
    |avg w (fun i => Real.sin (x i)) - Real.sin (avg w x) * (1 - variance w x / 2)|
      ≤ avg w (fun i => |x i - avg w x| ^ 3) / 6 := by
  have h := mean_force_error (F := Real.sin) (F₁ := Real.cos) (F₂ := fun y => -Real.sin y)
    (F₃ := fun y => -Real.cos y) (M := 1) Real.hasDerivAt_sin Real.hasDerivAt_cos
    (fun y => (Real.hasDerivAt_sin y).fun_neg)
    (fun y => by simpa only [abs_neg] using Real.abs_cos_le_one y) w x hw h1
  have e : avg w (fun i => Real.sin (x i)) - Real.sin (avg w x) * (1 - variance w x / 2)
      = avg w (fun i => Real.sin (x i)) - Real.sin (avg w x)
        - -Real.sin (avg w x) * variance w x / 2 := by ring
  rw [e]
  simpa only [one_mul] using h

end

end EhrenfestMeanForce
```

```lean
#print axioms EhrenfestMeanForce.mean_force_error
#print axioms EhrenfestMeanForce.cubic_force
#print axioms EhrenfestMeanForce.mean_force_ne
#print axioms EhrenfestMeanForce.sine_force
```

```
'EhrenfestMeanForce.mean_force_error' depends on axioms: [propext, Classical.choice, Quot.sound]
'EhrenfestMeanForce.cubic_force' depends on axioms: [propext, Classical.choice, Quot.sound]
'EhrenfestMeanForce.mean_force_ne' depends on axioms: [propext, Classical.choice, Quot.sound]
'EhrenfestMeanForce.sine_force' depends on axioms: [propext, Classical.choice, Quot.sound]
```

## A probability measure in place of a finite sum

The distribution could also be modelled as a probability measure on the line, which would admit a continuous |ψ|² such as a Gaussian. Sums would become integrals, and a finite third absolute moment would have to be assumed, whereas a finite distribution always has one. The pointwise estimate would stay as it is. The criterion for a narrow packet, with its fixed L, would still apply only to distributions of bounded support, and so not to a Gaussian.
